# Causality of the self-energy of a projected Hermitian resolvent

If the dissipative part of a self-energy has the wrong sign in the upper half-plane, the Green's function can acquire a pole there, and an excitation that should decay grows instead. This cannot happen when the Green's function is the resolvent of a finite Hermitian matrix, projected onto orthonormal orbitals, and the self-energy is defined relative to a Hermitian reference Hamiltonian.

```lean
import Mathlib

open Matrix
open scoped ComplexOrder

namespace ProjectedResolventSelfEnergy

noncomputable section

variable {n m : Type*} [Fintype n] [DecidableEq n] [Fintype m] [DecidableEq m]

/-- The resolvent `(z - H)⁻¹` of the full system, for `z` not an eigenvalue of `H`. -/
def fullResolvent (H : Matrix n n ℂ) (z : ℂ) : Matrix n n ℂ :=
  (z • (1 : Matrix n n ℂ) - H)⁻¹

/-- The Green's function `G = B† (z - H)⁻¹ B` seen in the model space spanned by the columns
of `B`, for `z` not an eigenvalue of `H`. -/
def projectedGreen (H : Matrix n n ℂ) (B : Matrix n m ℂ) (z : ℂ) : Matrix m m ℂ :=
  Bᴴ * (fullResolvent H z * B)

/-- The self-energy `S = z - h - G⁻¹` relative to a reference Hamiltonian `h`, for `z` not an
eigenvalue of `H` and `G` invertible. -/
def selfEnergy (H : Matrix n n ℂ) (h : Matrix m m ℂ) (B : Matrix n m ℂ) (z : ℂ) :
    Matrix m m ℂ :=
  z • (1 : Matrix m m ℂ) - h - (projectedGreen H B z)⁻¹

/-- The dissipative part `(S - S†) / (2i)` of a matrix. -/
def dissipativePart (S : Matrix m m ℂ) : Matrix m m ℂ :=
  (1 / (2 * Complex.I)) • (S - Sᴴ)

/-- The wave operator `W = (z - H)⁻¹ B G⁻¹`, which extends model-space amplitudes to the full
system, for `z` not an eigenvalue of `H` and `G` invertible. -/
def waveOperator (H : Matrix n n ℂ) (B : Matrix n m ℂ) (z : ℂ) : Matrix n m ℂ :=
  fullResolvent H z * B * (projectedGreen H B z)⁻¹

/-- A complex number minus its conjugate is `2i` times its imaginary part. -/
theorem sub_star_eq (z : ℂ) : z - star z = 2 * Complex.I * (z.im : ℂ) := by
  apply Complex.ext <;> simp
  ring

omit [DecidableEq n] in
/-- A square matrix with `A - A† = c V†V`, where `c ≠ 0` and `V` is injective, is invertible. -/
theorem isUnit_of_dissipative {A : Matrix m m ℂ} {V : Matrix n m ℂ} {c : ℂ} (hc : c ≠ 0)
    (hV : ∀ x, V *ᵥ x = 0 → x = 0) (hA : A - Aᴴ = c • (Vᴴ * V)) : IsUnit A := by
  rw [Matrix.isUnit_iff_isUnit_det, isUnit_iff_ne_zero]
  intro hdet
  obtain ⟨v, hv, hAv⟩ := Matrix.exists_mulVec_eq_zero_iff.mpr hdet
  apply hv
  apply hV
  -- the expectation value of `A - A†` vanishes in a null vector of `A`
  have h1 : star v ⬝ᵥ (A - Aᴴ) *ᵥ v = 0 := by
    rw [Matrix.sub_mulVec, hAv, zero_sub, dotProduct_neg, Matrix.dotProduct_mulVec,
      ← Matrix.star_mulVec, hAv, star_zero, zero_dotProduct, neg_zero]
  rw [hA, Matrix.smul_mulVec, dotProduct_smul, smul_eq_mul, ← Matrix.mulVec_mulVec,
    Matrix.dotProduct_mulVec, ← Matrix.star_mulVec] at h1
  exact dotProduct_star_self_eq_zero.mp ((mul_eq_zero.mp h1).resolve_left hc)

/-- For Hermitian `H` and non-real `z`, the matrix `z - H` is invertible. -/
theorem isUnit_shifted {H : Matrix n n ℂ} {z : ℂ} (hH : H.IsHermitian) (hz : z.im ≠ 0) :
    IsUnit (z • (1 : Matrix n n ℂ) - H) := by
  refine isUnit_of_dissipative (V := (1 : Matrix n n ℂ)) (c := z - star z) ?_
    (fun x hx => by simpa using hx) ?_
  · rw [sub_star_eq]
    exact mul_ne_zero (mul_ne_zero two_ne_zero Complex.I_ne_zero) (Complex.ofReal_ne_zero.mpr hz)
  · rw [conjTranspose_sub, conjTranspose_smul, conjTranspose_one, hH.eq, Matrix.one_mul]
    module

/-- For Hermitian `H`, orthonormal model orbitals `B†B = 1` and non-real `z`, the projected
Green's function is invertible. -/
theorem isUnit_projectedGreen {H : Matrix n n ℂ} {B : Matrix n m ℂ} {z : ℂ}
    (hH : H.IsHermitian) (hB : Bᴴ * B = 1) (hz : z.im ≠ 0) :
    IsUnit (projectedGreen H B z) := by
  have hX : (z • (1 : Matrix n n ℂ) - H) * (fullResolvent H z * B) = B := by
    rw [fullResolvent, ← Matrix.mul_assoc, Matrix.mul_nonsing_inv _
      ((Matrix.isUnit_iff_isUnit_det _).mp (isUnit_shifted hH hz)), Matrix.one_mul]
  unfold projectedGreen
  revert hX
  generalize fullResolvent H z * B = X
  intro hX
  have hX' := congrArg conjTranspose hX
  rw [conjTranspose_mul, conjTranspose_sub, conjTranspose_smul, conjTranspose_one, hH.eq] at hX'
  refine isUnit_of_dissipative (V := X) (c := star z - z) ?_ ?_ ?_
  · rw [← neg_sub, sub_star_eq]
    exact neg_ne_zero.mpr (mul_ne_zero (mul_ne_zero two_ne_zero Complex.I_ne_zero)
      (Complex.ofReal_ne_zero.mpr hz))
  · intro x hx
    have hBx : B *ᵥ x = 0 := by
      rw [← hX, ← Matrix.mulVec_mulVec, hx, Matrix.mulVec_zero]
    calc x = (Bᴴ * B) *ᵥ x := by rw [hB, Matrix.one_mulVec]
      _ = 0 := by rw [← Matrix.mulVec_mulVec, hBx, Matrix.mulVec_zero]
  · -- `G` and `G†` differ only in the conjugation of `z`
    have e1 : Bᴴ * X = star z • (Xᴴ * X) - Xᴴ * H * X := by
      rw [← hX', Matrix.mul_sub, Matrix.sub_mul, Matrix.mul_smul, Matrix.mul_one,
        Matrix.smul_mul]
    have e2 : (Bᴴ * X)ᴴ = z • (Xᴴ * X) - Xᴴ * H * X := by
      rw [conjTranspose_mul, conjTranspose_conjTranspose, ← hX, Matrix.sub_mul,
        Matrix.smul_mul, Matrix.one_mul, Matrix.mul_sub, Matrix.mul_smul, Matrix.mul_assoc]
    rw [e2, e1]
    module

/-- For Hermitian `H`, `B†B = 1` and non-real `z`, the wave operator satisfies `B†W = 1` and
`(z - H) W = B G⁻¹`. -/
theorem waveOperator_spec {H : Matrix n n ℂ} {B : Matrix n m ℂ} {z : ℂ}
    (hH : H.IsHermitian) (hB : Bᴴ * B = 1) (hz : z.im ≠ 0) :
    Bᴴ * waveOperator H B z = 1 ∧
      (z • (1 : Matrix n n ℂ) - H) * waveOperator H B z = B * (projectedGreen H B z)⁻¹ := by
  constructor
  · rw [waveOperator, ← Matrix.mul_assoc]
    exact Matrix.mul_nonsing_inv (projectedGreen H B z)
      ((Matrix.isUnit_iff_isUnit_det _).mp (isUnit_projectedGreen hH hB hz))
  · rw [waveOperator, fullResolvent, ← Matrix.mul_assoc, ← Matrix.mul_assoc,
      Matrix.mul_nonsing_inv _ ((Matrix.isUnit_iff_isUnit_det _).mp (isUnit_shifted hH hz)),
      Matrix.one_mul]

/-- For Hermitian `H` and non-real `z`, any `X` and `K` with `B†X = 1` and `(z - H) X = B K` are
the wave operator and the inverse projected Green's function. -/
theorem waveOperator_unique {H : Matrix n n ℂ} {B X : Matrix n m ℂ} {K : Matrix m m ℂ} {z : ℂ}
    (hH : H.IsHermitian) (hz : z.im ≠ 0) (h1 : Bᴴ * X = 1)
    (h2 : (z • (1 : Matrix n n ℂ) - H) * X = B * K) :
    waveOperator H B z = X ∧ (projectedGreen H B z)⁻¹ = K := by
  have hX : fullResolvent H z * B * K = X := by
    rw [Matrix.mul_assoc, ← h2, fullResolvent, ← Matrix.mul_assoc, Matrix.nonsing_inv_mul _
      ((Matrix.isUnit_iff_isUnit_det _).mp (isUnit_shifted hH hz)), Matrix.one_mul]
  have hK : (projectedGreen H B z)⁻¹ = K := by
    apply Matrix.inv_eq_right_inv
    rw [projectedGreen, Matrix.mul_assoc, hX, h1]
  exact ⟨by rw [waveOperator, hK, hX], hK⟩

/-- For Hermitian `H` and `h`, `B†B = 1` and non-real `z`, the dissipative part of the
self-energy equals `-(Im z) (W - B)†(W - B)`, with `W` the wave operator. -/
theorem dissipativePart_selfEnergy {H : Matrix n n ℂ} {h : Matrix m m ℂ} {B : Matrix n m ℂ}
    {z : ℂ} (hH : H.IsHermitian) (hh : h.IsHermitian) (hB : Bᴴ * B = 1) (hz : z.im ≠ 0) :
    dissipativePart (selfEnergy H h B z) =
      -((z.im : ℂ) • ((waveOperator H B z - B)ᴴ * (waveOperator H B z - B))) := by
  obtain ⟨h1, h2⟩ := waveOperator_spec hH hB hz
  unfold dissipativePart selfEnergy
  revert h1 h2
  generalize waveOperator H B z = W
  generalize (projectedGreen H B z)⁻¹ = K
  intro h1 h2
  have h1' : Wᴴ * B = 1 := by simpa [conjTranspose_mul] using congrArg conjTranspose h1
  -- the inverse Green's function is `W† (z - H) W`
  have hK : K = z • (Wᴴ * W) - Wᴴ * H * W := by
    calc K = Wᴴ * (B * K) := by rw [← Matrix.mul_assoc, h1', Matrix.one_mul]
      _ = _ := by
        rw [← h2, Matrix.sub_mul, Matrix.smul_mul, Matrix.one_mul, Matrix.mul_sub,
          Matrix.mul_smul, Matrix.mul_assoc]
  have hK' : Kᴴ = star z • (Wᴴ * W) - Wᴴ * H * W := by
    rw [hK]
    simp only [conjTranspose_sub, conjTranspose_smul, conjTranspose_mul,
      conjTranspose_conjTranspose, hH.eq, Matrix.mul_assoc]
  have hsq : (W - B)ᴴ * (W - B) = Wᴴ * W - 1 := by
    rw [conjTranspose_sub, Matrix.sub_mul, Matrix.mul_sub, Matrix.mul_sub, h1, h1', hB]
    abel
  have hS : (z • (1 : Matrix m m ℂ) - h - K) - (z • (1 : Matrix m m ℂ) - h - K)ᴴ =
      (z - star z) • (1 - Wᴴ * W) := by
    rw [conjTranspose_sub, conjTranspose_sub, conjTranspose_smul, conjTranspose_one, hh.eq,
      hK', hK]
    module
  rw [hS, hsq, sub_star_eq, smul_smul, one_div,
    inv_mul_cancel_left₀ (mul_ne_zero two_ne_zero Complex.I_ne_zero)]
  module

/-- Causality: for Hermitian `H` and `h`, `B†B = 1` and `Im z > 0`, the projected Green's
function is invertible and `(S - S†) / (2i)` is negative semidefinite for its self-energy `S`. -/
theorem selfEnergy_causal {H : Matrix n n ℂ} {h : Matrix m m ℂ} {B : Matrix n m ℂ} {z : ℂ}
    (hH : H.IsHermitian) (hh : h.IsHermitian) (hB : Bᴴ * B = 1) (hz : 0 < z.im) :
    IsUnit (projectedGreen H B z) ∧ (-dissipativePart (selfEnergy H h B z)).PosSemidef := by
  refine ⟨isUnit_projectedGreen hH hB hz.ne', ?_⟩
  rw [dissipativePart_selfEnergy hH hh hB hz.ne', neg_neg]
  have hz' : (0 : ℂ) ≤ (z.im : ℂ) := by exact_mod_cast hz.le
  exact (Matrix.posSemidef_conjTranspose_mul_self _).smul hz'

/-- For Hermitian `H` and `h`, `B†B = 1` and non-real `z`, the dissipative part of the self-energy
vanishes exactly when `H` maps the model space into itself, `H B = B (B†H B)`. -/
theorem dissipativePart_eq_zero_iff {H : Matrix n n ℂ} {h : Matrix m m ℂ} {B : Matrix n m ℂ}
    {z : ℂ} (hH : H.IsHermitian) (hh : h.IsHermitian) (hB : Bᴴ * B = 1) (hz : z.im ≠ 0) :
    dissipativePart (selfEnergy H h B z) = 0 ↔ H * B = B * (Bᴴ * (H * B)) := by
  rw [dissipativePart_selfEnergy hH hh hB hz]
  constructor
  · intro h0
    have hW : waveOperator H B z = B := sub_eq_zero.mp (Matrix.conjTranspose_mul_self_eq_zero.mp
      ((smul_eq_zero.mp (neg_eq_zero.mp h0)).resolve_left (Complex.ofReal_ne_zero.mpr hz)))
    have h2 := (waveOperator_spec hH hB hz).2
    rw [hW, Matrix.sub_mul, Matrix.smul_mul, Matrix.one_mul] at h2
    have hHB : H * B = z • B - B * (projectedGreen H B z)⁻¹ := by
      rw [← h2]
      abel
    rw [hHB, Matrix.mul_sub, Matrix.mul_smul, hB, ← Matrix.mul_assoc Bᴴ, hB, Matrix.one_mul,
      Matrix.mul_sub, Matrix.mul_smul, Matrix.mul_one]
  · intro hinv
    -- in an invariant model space the wave operator is `B` itself
    have h2 : (z • (1 : Matrix n n ℂ) - H) * B =
        B * (z • (1 : Matrix m m ℂ) - Bᴴ * (H * B)) := by
      rw [Matrix.sub_mul, Matrix.smul_mul, Matrix.one_mul, Matrix.mul_sub, Matrix.mul_smul,
        Matrix.mul_one, ← hinv]
    rw [(waveOperator_unique hH hz hB h2).1, sub_self, Matrix.mul_zero, smul_zero, neg_zero]

/-- One orbital of energy `a` coupled by `v` to one bath level of energy `e` has, relative to
`h = a` and for non-real `z`, the self-energy `v (z - e)⁻¹ v*`. -/
theorem selfEnergy_single_bath_level (a e : ℝ) (v z : ℂ) (hz : z.im ≠ 0) :
    selfEnergy !![(a : ℂ), v; star v, (e : ℂ)] !![(a : ℂ)] !![(1 : ℂ); 0] z =
      !![v * (z - e)⁻¹ * star v] := by
  have hze : z - (e : ℂ) ≠ 0 := by
    intro h0
    have him := congrArg Complex.im h0
    simp at him
    exact hz him
  have hH : (!![(a : ℂ), v; star v, (e : ℂ)]).IsHermitian := by
    unfold Matrix.IsHermitian
    ext i j
    fin_cases i <;> fin_cases j <;> simp
  obtain ⟨t, ht⟩ : ∃ t, t = (z - (e : ℂ))⁻¹ * star v := ⟨_, rfl⟩
  have ht' : (z - (e : ℂ)) * t = star v := by rw [ht, mul_inv_cancel_left₀ hze]
  -- `t` is the amplitude on the bath level
  have h1 : (!![(1 : ℂ); 0])ᴴ * !![(1 : ℂ); t] = 1 := by
    ext i j
    fin_cases i
    fin_cases j
    simp [Matrix.mul_apply, Fin.sum_univ_succ]
  have h2 : (z • (1 : Matrix (Fin 2) (Fin 2) ℂ) - !![(a : ℂ), v; star v, (e : ℂ)]) *
      !![(1 : ℂ); t] = !![(1 : ℂ); 0] * !![z - a - v * t] := by
    ext i j
    fin_cases i <;> fin_cases j
    · simp [Matrix.mul_apply, Fin.sum_univ_succ]
      ring
    · simp [Matrix.mul_apply, Fin.sum_univ_two, ht']
  rw [selfEnergy, (waveOperator_unique hH hz h1 h2).2, mul_assoc, ← ht]
  ext i j
  fin_cases i
  fin_cases j
  simp

end

end ProjectedResolventSelfEnergy
```

```lean
#print axioms ProjectedResolventSelfEnergy.selfEnergy_causal
#print axioms ProjectedResolventSelfEnergy.dissipativePart_eq_zero_iff
#print axioms ProjectedResolventSelfEnergy.selfEnergy_single_bath_level
```

```
'ProjectedResolventSelfEnergy.selfEnergy_causal' depends on axioms: [propext, Classical.choice, Quot.sound]
'ProjectedResolventSelfEnergy.dissipativePart_eq_zero_iff' depends on axioms: [propext, Classical.choice, Quot.sound]
'ProjectedResolventSelfEnergy.selfEnergy_single_bath_level' depends on axioms: [propext, Classical.choice, Quot.sound]
```

## Sign and invertibility for Im z > 0

Let $H$ be the Hermitian Hamiltonian of the full system, an $n\times n$ matrix, and let the columns of the $n\times m$ matrix $B$ be the orbitals of the model space. The projected Green's function and its self-energy relative to a Hermitian $m\times m$ reference $h$ are

$$G=B^\dagger(z-H)^{-1}B,\qquad S=z-h-G^{-1}.$$

The theorem `selfEnergy_causal` says that if $B^\dagger B=1$ and $\operatorname{Im}z>0$, then $G$ is invertible and $(S-S^\dagger)/(2i)$ is negative semidefinite.

In Lean, `n` and `m` are finite index types, `ᴴ` is the Hermitian conjugate, and `IsUnit` means invertible. Negative semidefiniteness is written as `PosSemidef` of the negative. Lean's matrix inverse is defined even for singular matrices, so the invertibility results are what make `projectedGreen` and `selfEnergy` the physical quantities.

## Orbitals, bath and reference

The condition $B^\dagger B=1$ says that the model orbitals are orthonormal. The rest of the system acts as a bath. Because this bath is finite, its spectrum is discrete, and the dissipative part of $S$ at non-real $z$ is not by itself a decay rate; a decay rate can emerge when the bath becomes a continuum and $z$ then approaches the real axis. The reference $h$ need not be $B^\dagger HB$: any Hermitian choice shifts $S$ by a Hermitian matrix and leaves the dissipative part unchanged.

In embedding calculations with a finite Hermitian full Hamiltonian, orthonormal orbitals and a Hermitian reference, a dissipative part that is not negative semidefinite at $\operatorname{Im}z>0$ therefore reveals an error or an approximation that has broken the projected form. The theorems treat $z$ off the real axis and take no limit onto it or to an infinite bath. An interacting one-particle Green's function is covered once it has been written as such a projection, a step not carried out here.

## Why G has an inverse

Suppose $A-A^\dagger=c\,V^\dagger V$ with $c\neq0$ and $V$ injective. If $Ax=0$, then

$$0=x^\dagger(A-A^\dagger)x=c\,\lVert Vx\rVert^2,$$

so $Vx=0$ and $x=0$. Hence $A$ is invertible; this is `isUnit_of_dissipative`.

For $A=z-H$ the difference is $(z-\bar z)\,1$, so $z-H$ is invertible for non-real $z$. Now put $X=(z-H)^{-1}B$. Then $B=(z-H)X$ and $B^\dagger=X^\dagger(\bar z-H)$, which give

$$G=X^\dagger(\bar z-H)X,\qquad G-G^\dagger=(\bar z-z)X^\dagger X.$$

If $Xx=0$, then $Bx=0$ and $x=B^\dagger Bx=0$. So $X$ is injective and $G$ is invertible, as `isUnit_projectedGreen` states.

## The dissipative part as a square

Define the wave operator $W=XG^{-1}$, which extends amplitudes on the model space to the full system. By `waveOperator_spec`,

$$B^\dagger W=1,\qquad (z-H)W=BG^{-1}.$$

Since $W^\dagger B=1$, multiplying the second relation by $W^\dagger$ gives $G^{-1}=W^\dagger(z-H)W$. Therefore

$$S-S^\dagger=(z-\bar z)(1-W^\dagger W).$$

Expanding the square gives $(W-B)^\dagger(W-B)=W^\dagger W-1$, and so

$$\frac{S-S^\dagger}{2i}=-\operatorname{Im}z\,(W-B)^\dagger(W-B).$$

For $\operatorname{Im}z>0$ this is negative semidefinite. In `dissipativePart_selfEnergy`, `generalize` replaces $W$ and $G^{-1}$ by letters that keep only the two relations, and `module` collects the terms.

## When the dissipative part vanishes

The two relations also determine $W$ and $G^{-1}$: with any $K$ in place of $G^{-1}$, the second gives $W=(z-H)^{-1}BK$, and the first becomes $GK=1$. This is `waveOperator_unique`.

For non-real $z$ the dissipative part vanishes exactly when $W=B$. Then $HB=B(z-G^{-1})$, and multiplying by $B^\dagger$ identifies the bracket as $B^\dagger HB$. Conversely, if $HB=B(B^\dagger HB)$, then $(z-H)B=B(z-B^\dagger HB)$, and uniqueness gives $W=B$. So, at non-real $z$, the dissipative part vanishes exactly when $H$ leaves the model space invariant.

## One orbital and one bath level

Let an orbital of energy $a$ couple through $v$ to a bath level of energy $e$, with $h=a$. The wave operator is the column $(1,t)^T$ with $t=(z-e)^{-1}v^*$. The first row of $(z-H)W=BG^{-1}$ gives $G^{-1}=z-a-vt$, hence $S=v(z-e)^{-1}v^*$.

Take $a=0$, $e=1$, $v=2$ and $z=1+2i$. Then $S=4/(2i)=-2i$, whose dissipative part is $-2$. The square gives the same value: $t=2/(2i)=-i$, so $-\operatorname{Im}z\,|t|^2=-2$.
